# The lowest quadratic Stark shift of a degenerate ground level gives its largest polarizability

A finite-field calculation can obtain a polarizability by dividing the ground-state energy shift by \(-F^2/2\) at a weak field \(F\). An open-shell atom can have a degenerate ground level, whose components may respond differently. In a finite matrix model with a fixed field direction and no dipole coupling inside the ground level, the small-field limit of this quotient is the largest eigenvalue of the polarizability matrix between the degenerate ground states, not in general the average over those states.

```lean
import Mathlib

open Matrix Filter Topology
open scoped ComplexOrder

noncomputable section

namespace OpenShellStark

variable {k m n : Type*} [Fintype k] [Fintype m] [Fintype n]
  [DecidableEq k] [DecidableEq m] [DecidableEq n]
```

Energies are real eigenvalues, called levels.

```lean
/-- The energy levels of a matrix: its real eigenvalues. -/
def levels (A : Matrix n n ℂ) : Set ℝ := {e | ∃ v : n → ℂ, v ≠ 0 ∧ A *ᵥ v = (e : ℂ) • v}
```

Write \(\langle A\rangle_x=\operatorname{Re}x^\dagger Ax\), which is `expect A x`. Vectors need not be normalised, so the physical expectation value is \(\langle A\rangle_x/\langle 1\rangle_x\).

```lean
/-- The real part of `x† A x`, for a vector `x` that need not be normalised. -/
def expect (A : Matrix n n ℂ) (x : n → ℂ) : ℝ := (star x ⬝ᵥ A *ᵥ x).re
```

The Hamiltonian, with ground states indexed by `k` and excited states by `m`, is
\[H(F)=\begin{pmatrix}0&-FB\\-FB^\dagger&G-FC\end{pmatrix}.\]
The zero block puts the ground level at energy zero and excludes a linear Stark shift, as parity does for a level of definite parity. \(B\) holds the dipole elements between ground and excited states, and \(C\) those among excited states. Positive definite \(G\) places the excited states above the ground level.

```lean
/-- The Hamiltonian in a field `F`: a degenerate ground level at energy zero, coupled by the
dipole block `B` to excited states with energies `G` and dipole block `C`. -/
def stark (B : Matrix k m ℂ) (G C : Matrix m m ℂ) (F : ℝ) : Matrix (k ⊕ m) (k ⊕ m) ℂ :=
  Matrix.fromBlocks 0 (-(F : ℂ) • B) (-(F : ℂ) • Bᴴ) (G - (F : ℂ) • C)
```

Let \(P=BG^{-1}B^\dagger\). Its rows and columns belong to ground states, not to Cartesian directions. It is half the polarizability matrix for the chosen field direction, so its largest eigenvalue, called \(\alpha\) from (h) on, is half a textbook polarizability. In the comment below, \(\alpha\) is the textbook quantity itself.

```lean
/-- The second-order matrix `B G⁻¹ B†` on the ground level, for invertible `G`. With energies
written as `-α F² / 2` it is half the polarizability matrix. -/
def secondOrder (B : Matrix k m ℂ) (G : Matrix m m ℂ) : Matrix k k ℂ := B * G⁻¹ * Bᴴ
```

The first-order response to a unit field is \(w=G^{-1}B^\dagger x\).

```lean
/-- The excited amplitudes `G⁻¹ B† x` that a unit field mixes into the ground state `x`,
to first order, for invertible `G`. -/
def response (B : Matrix k m ℂ) (G : Matrix m m ℂ) (x : k → ℂ) : m → ℂ := G⁻¹ *ᵥ (Bᴴ *ᵥ x)
```

The average over the \(d\) ground states is \(\operatorname{Re}\operatorname{tr}P/d\).

```lean
/-- The average of the diagonal elements (real part), for a nonempty set of states. -/
def average (A : Matrix n n ℂ) : ℝ := A.trace.re / Fintype.card n
```

## (a) Levels of a Hermitian matrix

Show that a Hermitian \(A\) has finitely many levels, and that its spectral eigenvalues \(\lambda_i\) are among them:
\[|\mathrm{levels}(A)|<\infty,\qquad \lambda_i\in\mathrm{levels}(A).\]

If \(Av=ev\) with \(v\ne0\), then \(\det(e-A)=0\), and this monic polynomial has finitely many roots. The spectral theorem supplies a nonzero eigenvector for each \(\lambda_i\).

```lean
/-- A Hermitian matrix has finitely many levels, and the eigenvalues of its spectral
decomposition are among them. -/
theorem levels_of_hermitian {A : Matrix n n ℂ} (hA : A.IsHermitian) :
    (levels A).Finite ∧ ∀ i, hA.eigenvalues i ∈ levels A := by
  constructor
  · -- levels are roots of the characteristic polynomial
    refine ((Polynomial.finite_setOfPred_isRoot A.charpoly_monic.ne_zero).preimage
      Complex.ofReal_injective.injOn).subset ?_
    rintro e ⟨v, hv, h⟩
    change A.charpoly.eval (e : ℂ) = 0
    rw [Matrix.eval_charpoly]
    refine Matrix.exists_mulVec_eq_zero_iff.1 ⟨v, hv, ?_⟩
    rw [Matrix.sub_mulVec, h]
    ext j
    simp [Matrix.scalar_apply]
  · intro i
    refine ⟨(hA.eigenvectorBasis i).ofLp, fun h => ?_, ?_⟩
    · apply hA.eigenvectorBasis.orthonormal.ne_zero i
      ext j
      exact congrFun h j
    · rw [hA.mulVec_eigenvectorBasis i]
      ext j
      simp
```

## (b) From bounds on levels to semidefiniteness

For Hermitian \(A\) and real \(e\), show that
\[e\le\text{all levels}\Rightarrow A-e\succeq0,\qquad e\ge\text{all levels}\Rightarrow e-A\succeq0.\]

If \((A-e)v=\mu v\), then \(\mu+e\) is a level of \(A\), so \(\mu\ge0\). If \((e-A)v=\mu v\), then \(e-\mu\) is a level, and again \(\mu\ge0\). A Hermitian matrix with nonnegative eigenvalues is positive semidefinite.

```lean
/-- If `e` bounds the levels of a Hermitian `A` from below, `A - e` is positive semidefinite;
if it bounds them from above, `e - A` is. -/
theorem posSemidef_of_bound {A : Matrix n n ℂ} (hA : A.IsHermitian) (e : ℝ) :
    (e ∈ lowerBounds (levels A) → (A - (e : ℂ) • (1 : Matrix n n ℂ)).PosSemidef) ∧
    (e ∈ upperBounds (levels A) → ((e : ℂ) • (1 : Matrix n n ℂ) - A).PosSemidef) := by
  have h1 : ((e : ℂ) • (1 : Matrix n n ℂ)).IsHermitian := by
    simp [Matrix.IsHermitian, Matrix.conjTranspose_smul]
  constructor <;> intro he
  · have hS := hA.sub h1
    refine hS.posSemidef_iff_eigenvalues_nonneg.2 fun i => ?_
    obtain ⟨v, hv, h⟩ := (levels_of_hermitian hS).2 i
    rw [Matrix.sub_mulVec, Matrix.smul_mulVec, Matrix.one_mulVec] at h
    have := he (a := hS.eigenvalues i + e) ⟨v, hv, by
      push_cast
      linear_combination (norm := module) h⟩
    change 0 ≤ hS.eigenvalues i
    linarith
  · have hS := h1.sub hA
    refine hS.posSemidef_iff_eigenvalues_nonneg.2 fun i => ?_
    obtain ⟨v, hv, h⟩ := (levels_of_hermitian hS).2 i
    rw [Matrix.sub_mulVec, Matrix.smul_mulVec, Matrix.one_mulVec] at h
    have := he (a := e - hS.eigenvalues i) ⟨v, hv, by
      push_cast
      linear_combination (norm := module) -h⟩
    change 0 ≤ hS.eigenvalues i
    linarith
```

## (c) The variational principle

For Hermitian \(A\) and real \(e\) below all its levels, show that
\[e\,\langle1\rangle_x\le\langle A\rangle_x,\]
with the reverse inequality for \(e\) above them.

Expand \(x^\dagger(A-e)x\ge0\), or \(x^\dagger(e-A)x\ge0\), from (b).

```lean
/-- Variational principle: bounds on the levels of a Hermitian matrix bound its expectation
values, relative to the squared norm `expect 1 x`. -/
theorem variational {A : Matrix n n ℂ} (hA : A.IsHermitian) (e : ℝ) (x : n → ℂ) :
    (e ∈ lowerBounds (levels A) → e * expect 1 x ≤ expect A x) ∧
    (e ∈ upperBounds (levels A) → expect A x ≤ e * expect 1 x) := by
  constructor <;> intro he
  · have h := (Complex.le_def.1
      (((posSemidef_of_bound hA e).1 he).dotProduct_mulVec_nonneg x)).1
    simp only [Matrix.sub_mulVec, Matrix.smul_mulVec, dotProduct_sub, dotProduct_smul,
      smul_eq_mul, Complex.sub_re, Complex.re_ofReal_mul, Complex.zero_re] at h
    unfold expect
    linarith
  · have h := (Complex.le_def.1
      (((posSemidef_of_bound hA e).2 he).dotProduct_mulVec_nonneg x)).1
    simp only [Matrix.sub_mulVec, Matrix.smul_mulVec, dotProduct_sub, dotProduct_smul,
      smul_eq_mul, Complex.sub_re, Complex.re_ofReal_mul, Complex.zero_re] at h
    unfold expect
    linarith
```

## (d) Conjugate dipole elements

Show that
\[y^\dagger B^\dagger x=(x^\dagger By)^*.\]

The left side is \((By)^\dagger x\), the conjugate of \(x^\dagger(By)\).

```lean
omit [DecidableEq k] [DecidableEq m] in
/-- The matrix elements of `B†` are the conjugates of those of `B`. -/
theorem adjoint_element (B : Matrix k m ℂ) (x : k → ℂ) (y : m → ℂ) :
    star y ⬝ᵥ Bᴴ *ᵥ x = star (star x ⬝ᵥ B *ᵥ y) := by
  rw [Matrix.dotProduct_mulVec, ← Matrix.star_mulVec, Matrix.star_dotProduct]
```

## (e) Energy of a superposition of ground and excited states

For ground part \(x\) and excited part \(y\), written `Sum.elim x y`, show that
\[\langle H\rangle_{(x,y)}=\langle G\rangle_y-F\langle C\rangle_y-2F\operatorname{Re}x^\dagger By,\quad \langle1\rangle_{(x,y)}=\langle1\rangle_x+\langle1\rangle_y.\]

The blocks of \(H(x,y)\) are \(-FBy\) and \(-FB^\dagger x+Gy-FCy\). Multiply by \(x^\dagger\) and \(y^\dagger\) and add. By (d) the two coupling terms have equal real parts. The norm splits by blocks.

```lean
/-- The real part of `v† H v`, with `H = stark B G C F`, and the squared norm of `v`, for the vector
`v` with ground part `x` and excited part `y`, which need not be normalised. -/
theorem expect_stark (B : Matrix k m ℂ) (G C : Matrix m m ℂ) (F : ℝ) (x : k → ℂ) (y : m → ℂ) :
    expect (stark B G C F) (Sum.elim x y) =
      expect G y - F * expect C y - 2 * F * (star x ⬝ᵥ B *ᵥ y).re ∧
    expect 1 (Sum.elim x y) = expect 1 x + expect 1 y := by
  have hs : star (Sum.elim x y) = Sum.elim (star x) (star y) := by
    ext i
    cases i <;> rfl
  have hd : ∀ (a c : k → ℂ) (b d : m → ℂ),
      Sum.elim a b ⬝ᵥ Sum.elim c d = a ⬝ᵥ c + b ⬝ᵥ d := by
    intro a c b d
    simp [dotProduct, Fintype.sum_sum_type]
  constructor
  · simp only [expect, stark, hs, Matrix.fromBlocks_mulVec, hd, Sum.elim_comp_inl,
      Sum.elim_comp_inr, Matrix.zero_mulVec, zero_add, Matrix.smul_mulVec, Matrix.sub_mulVec,
      dotProduct_add, dotProduct_sub, dotProduct_smul, smul_eq_mul, adjoint_element, neg_mul,
      Complex.add_re, Complex.sub_re, Complex.neg_re, Complex.re_ofReal_mul, Complex.star_def,
      Complex.conj_re]
    ring
  · simp only [expect, Matrix.one_mulVec, hs, hd, Complex.add_re]
```

## (f) The first-order response

Show that
\[w^\dagger Gy=x^\dagger By\ \text{ for all }y,\qquad Bw=Px.\]

For positive definite \(G\), which is invertible and Hermitian, \(Gw=B^\dagger x\), and the adjoint is \(w^\dagger G=x^\dagger B\). Also \(Bw=BG^{-1}B^\dagger x\).

```lean
/-- For positive definite `G`, the response `w` to `x` obeys `w† G y = x† B y`, and `B` maps it
to the second-order matrix applied to `x`. -/
theorem response_spec {G : Matrix m m ℂ} (hG : G.PosDef) (B : Matrix k m ℂ) (x : k → ℂ) :
    (∀ y, star (response B G x) ⬝ᵥ G *ᵥ y = star x ⬝ᵥ B *ᵥ y) ∧
    B *ᵥ response B G x = secondOrder B G *ᵥ x := by
  constructor
  · intro y
    have hw : G *ᵥ response B G x = Bᴴ *ᵥ x := by
      rw [response, Matrix.mulVec_mulVec, Matrix.mul_nonsing_inv _
        ((Matrix.isUnit_iff_isUnit_det _).1 hG.isUnit), Matrix.one_mulVec]
    have h := adjoint_element G y (response B G x)
    rwa [hG.isHermitian.eq, hw, adjoint_element B x y, star_star] at h
  · simp only [response, secondOrder, Matrix.mulVec_mulVec, Matrix.mul_assoc]
```

## (g) Bounding the mixing energy

For positive definite \(G\) and \(s>0\), show that
\[2F\operatorname{Re}x^\dagger By\le s\langle G\rangle_y+\frac{F^2}{s}\langle P\rangle_x.\]

Put \(t=F/s\). By (f), \(w^\dagger Gw=x^\dagger Px\), so
\[0\le\langle G\rangle_{y-tw}=\langle G\rangle_y-2t\operatorname{Re}x^\dagger By+t^2\langle P\rangle_x.\]
Multiply by \(s\).

```lean
/-- Completing the square: for positive definite `G` and `s > 0`, the energy gained by mixing
is at most `s` times the excitation energy plus `F² / s` times the second-order term. -/
theorem mixing_bound {G : Matrix m m ℂ} (hG : G.PosDef) (B : Matrix k m ℂ) (F : ℝ) {s : ℝ}
    (hs : 0 < s) (x : k → ℂ) (y : m → ℂ) :
    2 * F * (star x ⬝ᵥ B *ᵥ y).re ≤ s * expect G y + F ^ 2 / s * expect (secondOrder B G) x := by
  obtain ⟨t, rfl⟩ : ∃ t, F = t * s := ⟨F / s, by field_simp⟩
  obtain ⟨h1, h2⟩ := response_spec hG B x
  have h3 : star y ⬝ᵥ G *ᵥ response B G x = star (star x ⬝ᵥ B *ᵥ y) := by
    have h := adjoint_element G (response B G x) y
    rwa [hG.isHermitian.eq, h1] at h
  -- the square is the excitation energy of `y - t w`
  have h := (Complex.le_def.1 (hG.posSemidef.dotProduct_mulVec_nonneg
    (y - (t : ℂ) • response B G x))).1
  simp only [star_sub, star_smul, Matrix.mulVec_sub, Matrix.mulVec_smul, sub_dotProduct,
    dotProduct_sub, smul_dotProduct, dotProduct_smul, smul_eq_mul, h3, h1, h2, Complex.star_def,
    Complex.conj_ofReal, Complex.sub_re, Complex.re_ofReal_mul, Complex.conj_re,
    Complex.zero_re] at h
  have h4 := mul_nonneg hs.le h
  rw [show (t * s) ^ 2 / s = s * t ^ 2 by field_simp]
  unfold expect
  linarith
```

## (h) The finite-field limit

Let \(E(F)\) be the lowest level of \(H(F)\) and \(\alpha\) the largest eigenvalue of \(P\). For positive definite \(G\) and Hermitian \(C\), show that
\[\lim_{F\to0,\,F\ne0}\frac{E(F)}{F^2}=-\alpha.\]

**Upper bound.** Take \(Pu=\alpha u\) with \(u\neq0\), let \(w\) be the response to \(u\), and put \(N=\langle1\rangle_u\). By (f), \(\langle G\rangle_w=\operatorname{Re}u^\dagger Bw=\alpha N\), hence \(\alpha\ge0\). The trial vector \((u,Fw)\) has energy \(-\alpha NF^2-F^3\langle C\rangle_w\) before normalisation, so (c) gives
\[\frac{E}{F^2}\le\frac{-\alpha N-F\langle C\rangle_w}{N+F^2\langle1\rangle_w}.\]

**Lower bound.** By (a), the levels of \(G\) have a lower bound \(g>0\), and those of \(C\) lie between some \(a\) and \(b\). By (c), \(|\langle C\rangle_y|\le K\langle G\rangle_y\) with \(K=(|a|+|b|)/g\). For small \(F\), \(s=1-K|F|\) is positive, and (g) gives
\[\langle H\rangle_{(x,y)}\ge s\langle G\rangle_y-2F\operatorname{Re}x^\dagger By\ge-\frac{F^2}{s}\langle P\rangle_x\ge-\frac{F^2\alpha}{s}\langle1\rangle_{(x,y)}.\]
For the ground eigenvector this reads \(E/F^2\ge-\alpha/(1-K|F|)\). Both bounds tend to \(-\alpha\).

In Lean, `IsLeast` and `IsGreatest` define \(E(F)\) and \(\alpha\); the latter forces at least one ground state. `𝓝[≠] 0` excludes zero field. `hform` is the lower-bound inequality, and `hlo` and `hup` are the limits used in the squeeze. Applying the result to a real calculation assumes that it reaches the lowest eigenvalue, and is not held in another component by symmetry.

```lean
/-- For positive definite `G` and Hermitian `C`, the lowest level divided by `F²` tends, as
nonzero `F` tends to zero, to minus the largest eigenvalue of `B G⁻¹ B†`. -/
theorem ground_energy_limit {B : Matrix k m ℂ} {G C : Matrix m m ℂ} {E : ℝ → ℝ} {α : ℝ}
    (hG : G.PosDef) (hC : C.IsHermitian) (hE : ∀ F, IsLeast (levels (stark B G C F)) (E F))
    (hα : IsGreatest (levels (secondOrder B G)) α) :
    Tendsto (fun F => E F / F ^ 2) (𝓝[≠] 0) (𝓝 (-α)) := by
  have hP : (secondOrder B G).IsHermitian := by
    simp [Matrix.IsHermitian, secondOrder, Matrix.conjTranspose_mul,
      Matrix.conjTranspose_nonsing_inv, hG.isHermitian.eq, Matrix.mul_assoc]
  obtain ⟨u, hu, hPu⟩ := hα.1
  obtain ⟨hw1, hw2⟩ := response_spec hG B u
  generalize response B G u = w at hw1 hw2
  have hN : 0 < expect 1 u := (Complex.lt_def.1 (Matrix.PosDef.one.dotProduct_mulVec_pos hu)).1
  have hn : ∀ y : m → ℂ, 0 ≤ expect 1 y := fun y =>
    (Complex.le_def.1 (Matrix.PosDef.one.posSemidef.dotProduct_mulVec_nonneg y)).1
  have hBw : (star u ⬝ᵥ B *ᵥ w).re = α * expect 1 u := by
    simp only [hw2, hPu, expect, dotProduct_smul, smul_eq_mul, Complex.re_ofReal_mul,
      Matrix.one_mulVec]
  have hGw : expect G w = α * expect 1 u := by rw [expect, hw1, hBw]
  have hα0 : 0 ≤ α := by
    have h : 0 ≤ expect G w := (Complex.le_def.1 (hG.posSemidef.dotProduct_mulVec_nonneg w)).1
    by_contra hneg
    linarith [mul_neg_of_neg_of_pos (not_le.1 hneg) hN]
  -- the excitation energies have a positive lower bound, so `C` is bounded relative to `G`
  obtain ⟨g, hg0, hg⟩ : ∃ g : ℝ, 0 < g ∧ g ∈ lowerBounds (levels G) := by
    rcases (levels G).eq_empty_or_nonempty with h | h
    · exact ⟨1, one_pos, by simp [h]⟩
    · obtain ⟨g, ⟨v, hv, hgv⟩, hm⟩ :=
        Set.exists_min_image _ id (levels_of_hermitian hG.isHermitian).1 h
      refine ⟨g, ?_, fun e he => hm e he⟩
      have h1 : 0 < expect G v := (Complex.lt_def.1 (hG.dotProduct_mulVec_pos hv)).1
      have h2 : 0 < expect 1 v :=
        (Complex.lt_def.1 (Matrix.PosDef.one.dotProduct_mulVec_pos hv)).1
      have h3 : expect G v = g * expect 1 v := by
        simp only [expect, hgv, dotProduct_smul, smul_eq_mul, Complex.re_ofReal_mul,
          Matrix.one_mulVec]
      rw [h3] at h1
      exact (mul_pos_iff_of_pos_right h2).1 h1
  obtain ⟨K, hK⟩ : ∃ K : ℝ, ∀ y, |expect C y| ≤ K * expect G y := by
    obtain ⟨a, ha⟩ := (levels_of_hermitian hC).1.bddBelow
    obtain ⟨b, hb⟩ := (levels_of_hermitian hC).1.bddAbove
    refine ⟨(|a| + |b|) / g, fun y => ?_⟩
    have h1 := (variational hC a y).1 ha
    have h2 := (variational hC b y).2 hb
    have h3 := (variational hG.isHermitian g y).1 hg
    have h4 := mul_le_mul_of_nonneg_right (neg_abs_le a) (hn y)
    have h5 := mul_le_mul_of_nonneg_right (le_abs_self b) (hn y)
    have h6 := mul_nonneg (abs_nonneg a) (hn y)
    have h7 := mul_nonneg (abs_nonneg b) (hn y)
    calc |expect C y| ≤ (|a| + |b|) * expect 1 y := abs_le.2 ⟨by linarith, by linarith⟩
      _ ≤ (|a| + |b|) * (expect G y / g) := by
        refine mul_le_mul_of_nonneg_left ?_ (by positivity)
        rw [le_div_iff₀ hg0]
        linarith
      _ = (|a| + |b|) / g * expect G y := by ring
  have hlo : Tendsto (fun F : ℝ => -α / (1 - K * |F|)) (𝓝 0) (𝓝 (-α)) := by
    have h : ContinuousAt (fun F : ℝ => -α / (1 - K * |F|)) 0 :=
      ContinuousAt.div (by fun_prop) (by fun_prop) (by simp)
    convert h.tendsto using 2
    simp
  have hup : Tendsto (fun F : ℝ => (-(α * expect 1 u) - F * expect C w) /
      (expect 1 u + F ^ 2 * expect 1 w)) (𝓝 0) (𝓝 (-α)) := by
    have h : ContinuousAt (fun F : ℝ => (-(α * expect 1 u) - F * expect C w) /
        (expect 1 u + F ^ 2 * expect 1 w)) 0 :=
      ContinuousAt.div (by fun_prop) (by fun_prop) (by simp [hN.ne'])
    convert h.tendsto using 2
    simp [neg_div, hN.ne']
  have hsmall : ∀ᶠ F : ℝ in 𝓝[≠] 0, 0 < 1 - K * |F| := by
    have h : ContinuousAt (fun F : ℝ => 1 - K * |F|) 0 := by fun_prop
    exact (h.eventually (lt_mem_nhds (by simp))).filter_mono nhdsWithin_le_nhds
  refine tendsto_of_tendsto_of_tendsto_of_le_of_le' (hlo.mono_left nhdsWithin_le_nhds)
    (hup.mono_left nhdsWithin_le_nhds) ?_ ?_
  · -- lower bound, from the exact ground state
    filter_upwards [hsmall, self_mem_nhdsWithin] with F hs hF
    have hF2 : 0 < F ^ 2 := pow_pos (abs_pos.2 hF) 2 |>.trans_eq (sq_abs F)
    obtain ⟨s, hsd⟩ : ∃ s, s = 1 - K * |F| := ⟨_, rfl⟩
    rw [← hsd] at hs ⊢
    obtain ⟨v, hv, hEv⟩ := (hE F).1
    have hv1 : 0 < expect 1 v :=
      (Complex.lt_def.1 (Matrix.PosDef.one.dotProduct_mulVec_pos hv)).1
    have hv2 : expect (stark B G C F) v = E F * expect 1 v := by
      simp only [expect, hEv, dotProduct_smul, smul_eq_mul, Complex.re_ofReal_mul,
        Matrix.one_mulVec]
    have hform : ∀ x y, -(F ^ 2 / s * α) * expect 1 (Sum.elim x y) ≤
        expect (stark B G C F) (Sum.elim x y) := by
      intro x y
      rw [(expect_stark B G C F x y).1, (expect_stark B G C F x y).2]
      have h0 := mixing_bound hG B F hs x y
      have h1 : F * expect C y ≤ |F| * (K * expect G y) :=
        (le_abs_self _).trans ((abs_mul _ _).le.trans
          (mul_le_mul_of_nonneg_left (hK y) (abs_nonneg F)))
      have hq : 0 ≤ F ^ 2 / s := by positivity
      have h2 := mul_le_mul_of_nonneg_left ((variational hP α x).2 hα.2) hq
      have h3 := mul_nonneg hq (mul_nonneg hα0 (hn y))
      have h4 : s * expect G y = expect G y - |F| * (K * expect G y) := by
        rw [hsd]
        ring
      linarith
    have h := hform (v ∘ Sum.inl) (v ∘ Sum.inr)
    rw [Sum.elim_comp_inl_inr, hv2] at h
    rw [le_div_iff₀ hF2]
    calc -α / s * F ^ 2 = -(F ^ 2 / s * α) := by ring
      _ ≤ E F := le_of_mul_le_mul_right h hv1
  · -- upper bound, from the trial state `u + F w`
    filter_upwards [self_mem_nhdsWithin] with F hF
    have hF2 : 0 < F ^ 2 := pow_pos (abs_pos.2 hF) 2 |>.trans_eq (sq_abs F)
    have hH : (stark B G C F).IsHermitian := by
      rw [Matrix.IsHermitian, stark, Matrix.fromBlocks_conjTranspose]
      simp [Matrix.conjTranspose_smul, Matrix.conjTranspose_sub, hG.isHermitian.eq, hC.eq]
    have hsm : ∀ A : Matrix m m ℂ, expect A ((F : ℂ) • w) = F ^ 2 * expect A w := by
      intro A
      simp only [expect, star_smul, Matrix.mulVec_smul, smul_dotProduct, dotProduct_smul,
        smul_eq_mul, Complex.star_def, Complex.conj_ofReal, Complex.re_ofReal_mul]
      ring
    have h := (variational hH (E F) (Sum.elim u ((F : ℂ) • w))).1 (hE F).2
    rw [(expect_stark B G C F _ _).1, (expect_stark B G C F _ _).2, hsm, hsm, hsm, hGw,
      Matrix.mulVec_smul, dotProduct_smul, smul_eq_mul, Complex.re_ofReal_mul, hBw] at h
    have hD : 0 < expect 1 u + F ^ 2 * expect 1 w :=
      add_pos_of_pos_of_nonneg hN (mul_nonneg hF2.le (hn w))
    rw [div_le_div_iff₀ hF2 hD]
    linarith
```

## (i) When the limit is the average

Under the same hypotheses, show that
\[\lim_{F\to0,\,F\ne0}\frac{E(F)}{F^2}=-\frac{\operatorname{Re}\operatorname{tr}P}{d}\iff P=\alpha\,1.\]

If the limit is minus the average, uniqueness of limits and (h) give \(\operatorname{tr}(\alpha1-P)=0\). By (b) this matrix is positive semidefinite, so its eigenvalues are nonnegative with sum zero, and it vanishes. Conversely, \(P=\alpha1\) has average \(\alpha\), and (h) applies. For a single ground state the condition always holds.

```lean
/-- For positive definite `G` and Hermitian `C`, the finite-field limit is minus the average of
`B G⁻¹ B†` exactly when that matrix is its largest eigenvalue times the identity. -/
theorem limit_is_average_iff {B : Matrix k m ℂ} {G C : Matrix m m ℂ} {E : ℝ → ℝ} {α : ℝ}
    (hG : G.PosDef) (hC : C.IsHermitian) (hE : ∀ F, IsLeast (levels (stark B G C F)) (E F))
    (hα : IsGreatest (levels (secondOrder B G)) α) :
    Tendsto (fun F => E F / F ^ 2) (𝓝[≠] 0) (𝓝 (-average (secondOrder B G))) ↔
      secondOrder B G = (α : ℂ) • (1 : Matrix k k ℂ) := by
  have hlim := ground_energy_limit hG hC hE hα
  have hP : (secondOrder B G).IsHermitian := by
    simp [Matrix.IsHermitian, secondOrder, Matrix.conjTranspose_mul,
      Matrix.conjTranspose_nonsing_inv, hG.isHermitian.eq, Matrix.mul_assoc]
  obtain ⟨u, hu, -⟩ := hα.1
  obtain ⟨i, -⟩ := Function.ne_iff.1 hu
  have : Nonempty k := ⟨i⟩
  have hk : (Fintype.card k : ℝ) ≠ 0 := by exact_mod_cast Fintype.card_ne_zero
  constructor
  · intro h
    have h1 : average (secondOrder B G) = α := neg_injective (tendsto_nhds_unique h hlim)
    rw [average, div_eq_iff hk] at h1
    -- a positive semidefinite matrix with zero trace vanishes
    have hM := (posSemidef_of_bound hP α).2 hα.2
    have h2 : ((α : ℂ) • (1 : Matrix k k ℂ) - secondOrder B G).trace = 0 := by
      refine Complex.ext ?_ (Complex.le_def.1 hM.trace_nonneg).2.symm
      rw [Matrix.trace_sub, Matrix.trace_smul, Matrix.trace_one, Complex.sub_re, h1]
      simp
    exact (sub_eq_zero.1 (hM.trace_eq_zero_iff.1 h2)).symm
  · intro h
    have h1 : average (secondOrder B G) = α := by
      rw [average, h, Matrix.trace_smul, Matrix.trace_one, smul_eq_mul, Complex.re_ofReal_mul,
        Complex.natCast_re, mul_div_assoc, div_self hk, mul_one]
    rwa [h1]

end OpenShellStark
```

```lean
#print axioms OpenShellStark.ground_energy_limit
-- 'OpenShellStark.ground_energy_limit' depends on axioms: [propext, Classical.choice, Quot.sound]
#print axioms OpenShellStark.limit_is_average_iff
-- 'OpenShellStark.limit_is_average_iff' depends on axioms: [propext, Classical.choice, Quot.sound]
```
